# Bound state above the band of a tight-binding chain with one repulsive impurity: energy \(\sqrt{V^2+4t^2}\), impurity-site weight \(V/E\)

Take a single site with level energy zero and add a potential \(V>0\). Its Green's function at energy \(x\) is \(g=1/x\) without the potential. With it, the Dyson equation \(G=g+gVG\) gives

\[
G=\frac{g}{1-Vg}=\frac{1}{x-V}.
\]

The pole sits where \(Vg=1\), and its residue, 1, is the weight of the state on the site. Now let the site belong to an infinite chain with hopping \(t>0\). The same formula holds with the chain's local \(g\); the pole moves and the residue drops below 1.

```lean
import Mathlib

open Filter Topology

namespace LatticeGreenImpurity

noncomputable section
```

## The chain and its impurity

With unit lattice spacing the band is \(2t\cos k\), and the local Green's function is the Brillouin-zone average of \(1/(x-2t\cos k)\). The energy \(x\) is real and lies above the band, so no imaginary part is needed.

```lean
/-- Local Green's function of the infinite chain with band `2t cos k`: the average of
`1/(x - 2t cos k)` over the Brillouin zone, for energies `x` outside the band. -/
def latticeGreen (t x : ℝ) : ℝ :=
  (1 / (2 * Real.pi)) * ∫ k in (0 : ℝ)..(2 * Real.pi), 1 / (x - 2 * t * Real.cos k)
```

Write \(s=\sqrt{x^2-4t^2}\). The ratio of amplitudes on neighbouring sites will be \(r=(x-s)/(2t)\).

```lean
/-- The factor `(x - √(x² - 4t²))/(2t)`, for `t ≠ 0` and `x² ≥ 4t²`. -/
def decayFactor (t x : ℝ) : ℝ := (x - Real.sqrt (x ^ 2 - 4 * t ^ 2)) / (2 * t)
```

The candidate energy is \(E=\sqrt{V^2+4t^2}\).

```lean
/-- The energy `√(V² + 4t²)`. -/
def boundEnergy (t V : ℝ) : ℝ := Real.sqrt (V ^ 2 + 4 * t ^ 2)
```

The one-particle Hamiltonian acts on real amplitudes \(\psi_n\), \(n\in\mathbb Z\), by \((H\psi)_n=t(\psi_{n+1}+\psi_{n-1})+V\delta_{n0}\psi_n\). In Lean it acts on every function `ℤ → ℝ`, square-summable or not.

```lean
/-- The chain Hamiltonian with hopping `t` and an impurity potential `V` on site `0`. -/
def impurityHamiltonian (t V : ℝ) (ψ : ℤ → ℝ) (n : ℤ) : ℝ :=
  t * (ψ (n + 1) + ψ (n - 1)) + if n = 0 then V * ψ n else 0
```

The candidate state is \(\psi_n=r^{|n|}\), with \(r\) taken at \(x=E\). It is not normalised.

```lean
/-- The amplitude `r^|n|` on site `n`, with `r` the decay factor at the energy `√(V² + 4t²)`,
for `t ≠ 0`. -/
def boundState (t V : ℝ) (n : ℤ) : ℝ := decayFactor t (boundEnergy t V) ^ n.natAbs
```

## Decay above the band

For \(x>2t\) we have \(s^2=(x-2t)(x+2t)>(x-2t)^2\), so \(x-2t<s<x\) and \(0<r<1\). Squaring \(2tr=x-s\) gives \(4t^2r^2=2x^2-2xs-4t^2=4txr-4t^2\), hence

\[
t(1+r^2)=xr,\qquad t(1-r^2)=xr-2tr^2=sr.
\]

The proof gets the bounds by comparing squares, and the two identities by `linear_combination` after multiplication by \(4t\).

```lean
/-- Above the band the decay factor `r` lies strictly between `0` and `1`, and it satisfies
`2tr = x - s`, `t(1 + r²) = xr` and `t(1 - r²) = sr` with `s = √(x² - 4t²)`. -/
theorem decayFactor_spec {t x : ℝ} (ht : 0 < t) (hx : 2 * t < x) :
    0 < decayFactor t x ∧ decayFactor t x < 1 ∧
    2 * t * decayFactor t x = x - Real.sqrt (x ^ 2 - 4 * t ^ 2) ∧
    t * (1 + decayFactor t x ^ 2) = x * decayFactor t x ∧
    t * (1 - decayFactor t x ^ 2) = Real.sqrt (x ^ 2 - 4 * t ^ 2) * decayFactor t x := by
  have hs2 : Real.sqrt (x ^ 2 - 4 * t ^ 2) ^ 2 = x ^ 2 - 4 * t ^ 2 :=
    Real.sq_sqrt (by nlinarith)
  have hs0 := Real.sqrt_nonneg (x ^ 2 - 4 * t ^ 2)
  have h : 2 * t * decayFactor t x = x - Real.sqrt (x ^ 2 - 4 * t ^ 2) := by
    unfold decayFactor
    exact mul_div_cancel₀ _ (by positivity)
  set s := Real.sqrt (x ^ 2 - 4 * t ^ 2) with hs
  have hsx : s < x := lt_of_pow_lt_pow_left₀ 2 (by linarith) (by nlinarith [pow_pos ht 2])
  have hxs : x - 2 * t < s := lt_of_pow_lt_pow_left₀ 2 hs0 (by nlinarith)
  have h4 : 4 * t ≠ 0 := by positivity
  refine ⟨by nlinarith, by nlinarith, h, ?_, ?_⟩
  · apply mul_left_cancel₀ h4
    linear_combination (2 * t * decayFactor t x + (x - s) - 2 * x) * h + hs2
  · apply mul_left_cancel₀ h4
    linear_combination (-(2 * t * decayFactor t x + (x - s) + 2 * s)) * h + hs2
```

## The Brillouin-zone integral

Let \(N=1-2r\cos k+r^2\) and \(q=r\sin k/(1-r\cos k)\). The denominator of \(q\) never vanishes for \(0\le r<1\). Since \(1+q^2=N/(1-r\cos k)^2\) and \(q'=(r\cos k-r^2)/(1-r\cos k)^2\),

\[
\frac{d}{dk}\bigl(k+2\arctan q\bigr)=1+\frac{2(r\cos k-r^2)}{N}=\frac{1-r^2}{N}.
\]

As \(q=0\) at both ends of the zone, the integral is \(2\pi\). In Lean, `hderiv` states this derivative, and the step `key` inside it is the algebra that simplifies the chain-rule expression.

```lean
/-- For `0 ≤ r < 1` the kernel `(1 - r²)/(1 - 2r cos k + r²)` integrates to `2π` over the
Brillouin zone. -/
theorem integral_kernel {r : ℝ} (h0 : 0 ≤ r) (h1 : r < 1) :
    ∫ k in (0 : ℝ)..(2 * Real.pi), (1 - r ^ 2) / (1 - 2 * r * Real.cos k + r ^ 2)
      = 2 * Real.pi := by
  have hc : ∀ k, r * Real.cos k ≤ r * 1 := fun k =>
    mul_le_mul_of_nonneg_left (Real.cos_le_one k) h0
  have hN : ∀ k, 0 < 1 - 2 * r * Real.cos k + r ^ 2 := fun k => by
    nlinarith [hc k, pow_pos (sub_pos.2 h1) 2]
  -- an antiderivative that is smooth on the whole zone
  have hderiv : ∀ k, HasDerivAt
      (fun k => k + 2 * Real.arctan (r * Real.sin k / (1 - r * Real.cos k)))
      ((1 - r ^ 2) / (1 - 2 * r * Real.cos k + r ^ 2)) k := by
    intro k
    have hD : 1 - r * Real.cos k ≠ 0 := by linarith [hc k]
    have hsc := Real.sin_sq_add_cos_sq k
    have hq := ((Real.hasDerivAt_sin k).const_mul r).fun_div
      (((Real.hasDerivAt_cos k).const_mul r).const_sub 1) hD
    have h := (hasDerivAt_id' k).fun_add (hq.arctan.const_mul 2)
    have key : 1 + 2 * (1 / (1 + (r * Real.sin k / (1 - r * Real.cos k)) ^ 2) *
        ((r * Real.cos k * (1 - r * Real.cos k) - r * Real.sin k * (-(r * -Real.sin k)))
          / (1 - r * Real.cos k) ^ 2))
        = (1 - r ^ 2) / (1 - 2 * r * Real.cos k + r ^ 2) := by
      have e1 : 1 + (r * Real.sin k / (1 - r * Real.cos k)) ^ 2
          = (1 - 2 * r * Real.cos k + r ^ 2) / (1 - r * Real.cos k) ^ 2 := by
        rw [eq_div_iff (pow_ne_zero 2 hD), div_pow, add_mul,
          div_mul_cancel₀ _ (pow_ne_zero 2 hD)]
        linear_combination r ^ 2 * hsc
      have e2 : r * Real.cos k * (1 - r * Real.cos k) - r * Real.sin k * (-(r * -Real.sin k))
          = r * Real.cos k - r ^ 2 := by
        linear_combination (-r ^ 2) * hsc
      rw [e1, e2, one_div_div, mul_comm ((1 - r * Real.cos k) ^ 2 / _),
        div_mul_div_cancel₀ (pow_ne_zero 2 hD), eq_div_iff (hN k).ne']
      have e3 := div_mul_cancel₀ (r * Real.cos k - r ^ 2) (hN k).ne'
      linear_combination 2 * e3
    exact h.congr_deriv key
  have hcont : Continuous fun k => (1 - r ^ 2) / (1 - 2 * r * Real.cos k + r ^ 2) :=
    Continuous.div (by fun_prop) (by fun_prop) (fun k => (hN k).ne')
  rw [intervalIntegral.integral_eq_sub_of_hasDerivAt (fun k _ => hderiv k)
    (hcont.intervalIntegrable _ _)]
  simp
```

The relations for \(r\) give \(tN=r(x-2t\cos k)\) and \(t(1-r^2)=sr\). Dividing,

\[
\frac{1}{x-2t\cos k}=\frac1s\,\frac{1-r^2}{N},
\]

so the average is \(g(x)=1/s\). The pointwise identity is `hpt`.

```lean
/-- Above the band the local Green's function of the chain is `1/√(x² - 4t²)`. -/
theorem latticeGreen_eq {t x : ℝ} (ht : 0 < t) (hx : 2 * t < x) :
    latticeGreen t x = 1 / Real.sqrt (x ^ 2 - 4 * t ^ 2) := by
  obtain ⟨r0, r1, -, h3, h4⟩ := decayFactor_spec ht hx
  have hs : 0 < Real.sqrt (x ^ 2 - 4 * t ^ 2) := Real.sqrt_pos.2 (by nlinarith)
  have hI := integral_kernel r0.le r1
  set s := Real.sqrt (x ^ 2 - 4 * t ^ 2)
  set r := decayFactor t x
  -- the lattice integrand is the kernel divided by `s`
  have hpt : ∀ k, 1 / (x - 2 * t * Real.cos k)
      = s⁻¹ * ((1 - r ^ 2) / (1 - 2 * r * Real.cos k + r ^ 2)) := by
    intro k
    have hX : x - 2 * t * Real.cos k ≠ 0 := by nlinarith [Real.cos_le_one k]
    have hN : 1 - 2 * r * Real.cos k + r ^ 2 ≠ 0 := by
      nlinarith [mul_le_mul_of_nonneg_left (Real.cos_le_one k) r0.le,
        pow_pos (sub_pos.2 r1) 2]
    have e : (1 - r ^ 2) / (1 - 2 * r * Real.cos k + r ^ 2)
        = s / (x - 2 * t * Real.cos k) := by
      rw [div_eq_div_iff hN hX]
      apply mul_left_cancel₀ ht.ne'
      linear_combination (x - 2 * t * Real.cos k) * h4 - s * h3
    rw [e, ← mul_div_assoc, inv_mul_cancel₀ hs.ne']
  unfold latticeGreen
  simp only [hpt]
  rw [intervalIntegral.integral_const_mul, hI]
  have hpi := Real.pi_ne_zero
  field_simp
```

## The pole and its residue

Since \(E^2=V^2+4t^2>4t^2\), the energy \(E\) lies above the band, and \(\sqrt{E^2-4t^2}=V\).

```lean
/-- For `V > 0` the energy `E = √(V² + 4t²)` lies above the band and satisfies
`√(E² - 4t²) = V`. -/
theorem boundEnergy_spec {t V : ℝ} (ht : 0 < t) (hV : 0 < V) :
    2 * t < boundEnergy t V ∧ Real.sqrt (boundEnergy t V ^ 2 - 4 * t ^ 2) = V := by
  have h2 : boundEnergy t V ^ 2 = V ^ 2 + 4 * t ^ 2 := Real.sq_sqrt (by positivity)
  refine ⟨lt_of_pow_lt_pow_left₀ 2 (Real.sqrt_nonneg _) ?_, ?_⟩
  · rw [h2]
    nlinarith [pow_pos hV 2]
  · rw [h2, add_sub_cancel_right, Real.sqrt_sq hV.le]
```

For \(x>2t\), \(Vg=1\) means \(s=V\), that is \(x^2=E^2\), and so \(x=E\). For \(x\ne E\) near \(E\), \(s^2-V^2=x^2-E^2\) gives

\[
\frac{(x-E)g}{1-Vg}=\frac{x-E}{s-V}=\frac{s+V}{x+E}\longrightarrow\frac{V}{E}.
\]

In Lean, `𝓝[≠]` lets \(x\) approach \(E\) from both sides without reaching it. The proof takes the limit of the continuous right-hand side and transfers it by `congr'`. The theorem starts from the expression \(g/(1-Vg)\). The Dyson equation behind it is the site-0 element of the operator identity relating the Green's functions with and without the potential, which acts on site 0 only; that identity is not proved in Lean here.

```lean
/-- Above the band, the condition `V g(x) = 1` holds exactly at `x = √(V² + 4t²)`, and there
`(x - E) g/(1 - V g)` tends to `V/E`. -/
theorem impurity_pole {t V : ℝ} (ht : 0 < t) (hV : 0 < V) :
    (∀ x, 2 * t < x → (V * latticeGreen t x = 1 ↔ x = boundEnergy t V)) ∧
    Tendsto (fun x => (x - boundEnergy t V) * latticeGreen t x / (1 - V * latticeGreen t x))
      (𝓝[≠] (boundEnergy t V)) (𝓝 (V / boundEnergy t V)) := by
  obtain ⟨hE, hsE⟩ := boundEnergy_spec ht hV
  have hE2 : boundEnergy t V ^ 2 = V ^ 2 + 4 * t ^ 2 := Real.sq_sqrt (by positivity)
  set E := boundEnergy t V
  have hE0 : 0 < E := by linarith
  have hiff : ∀ x, 2 * t < x → (V * latticeGreen t x = 1 ↔ x = E) := by
    intro x hx
    have hs : 0 < Real.sqrt (x ^ 2 - 4 * t ^ 2) := Real.sqrt_pos.2 (by nlinarith)
    have hs2 : Real.sqrt (x ^ 2 - 4 * t ^ 2) ^ 2 = x ^ 2 - 4 * t ^ 2 :=
      Real.sq_sqrt (by nlinarith)
    rw [latticeGreen_eq ht hx, mul_one_div, div_eq_one_iff_eq hs.ne']
    constructor
    · intro h
      rw [← h] at hs2
      exact (sq_eq_sq₀ (by linarith) hE0.le).1 (by linarith)
    · intro h
      rw [h, hsE]
  refine ⟨hiff, ?_⟩
  -- away from `E` the expression equals a function that is continuous at `E`
  have hc : ContinuousAt (fun x => (Real.sqrt (x ^ 2 - 4 * t ^ 2) + V) / (x + E)) E :=
    ContinuousAt.div (Continuous.continuousAt (by fun_prop))
      (Continuous.continuousAt (by fun_prop)) (by positivity)
  have hlim := hc.tendsto
  have hval : (Real.sqrt (E ^ 2 - 4 * t ^ 2) + V) / (E + E) = V / E := by
    rw [hsE, ← two_mul, ← two_mul, mul_div_mul_left _ _ two_ne_zero]
  rw [hval] at hlim
  refine (hlim.mono_left nhdsWithin_le_nhds).congr' ?_
  filter_upwards [self_mem_nhdsWithin, nhdsWithin_le_nhds (Ioi_mem_nhds hE)] with x hne hx
  have hx' : 2 * t < x := hx
  have hs : 0 < Real.sqrt (x ^ 2 - 4 * t ^ 2) := Real.sqrt_pos.2 (by nlinarith)
  have hs2 : Real.sqrt (x ^ 2 - 4 * t ^ 2) ^ 2 = x ^ 2 - 4 * t ^ 2 :=
    Real.sq_sqrt (by nlinarith)
  have hg : 1 - V * latticeGreen t x ≠ 0 := fun h =>
    hne ((hiff x hx').1 (by linarith))
  have hxE : x + E ≠ 0 := by linarith
  rw [div_eq_div_iff hxE hg, latticeGreen_eq ht hx']
  have hi := mul_one_div_cancel hs.ne'
  set s := Real.sqrt (x ^ 2 - 4 * t ^ 2)
  linear_combination (1 / s) * (hs2 + hE2) - (s + V) * hi
```

The sign of \(V\) matters. For \(t=2\), \(V=-3\) the formula still gives \(E=5\), but \(g(5)=1/3\) and \(Vg(5)=-1\), so the pole condition fails there.

## The state behind the pole

Throughout this section \(t>0\) and \(V>0\), as the theorems assume. On a site with \(|n|=m+1\), \(t(r^{m+2}+r^m)=r^m\,t(1+r^2)=E\,r^{m+1}\). On the impurity, \(2tr+V=(E-V)+V=E\). The proof splits on the sign of \(n\) in the same way.

```lean
/-- The amplitudes `r^|n|` solve the Schrödinger equation of the chain with the impurity at
energy `√(V² + 4t²)`. -/
theorem boundState_eigen {t V : ℝ} (ht : 0 < t) (hV : 0 < V) (n : ℤ) :
    impurityHamiltonian t V (boundState t V) n = boundEnergy t V * boundState t V n := by
  obtain ⟨hE, hsE⟩ := boundEnergy_spec ht hV
  obtain ⟨-, -, h2, h3, -⟩ := decayFactor_spec ht hE
  rw [hsE] at h2
  simp only [impurityHamiltonian, boundState]
  set r := decayFactor t (boundEnergy t V)
  rcases lt_trichotomy n 0 with hn | hn | hn
  · obtain ⟨m, hm⟩ : ∃ m : ℕ, n = -((m : ℤ) + 1) := ⟨(-n - 1).toNat, by omega⟩
    rw [if_neg (by omega), show (n + 1).natAbs = m by omega,
      show (n - 1).natAbs = m + 2 by omega, show n.natAbs = m + 1 by omega]
    linear_combination r ^ m * h3
  · rw [if_pos hn, show (n + 1).natAbs = 1 by omega,
      show (n - 1).natAbs = 1 by omega, show n.natAbs = 0 by omega]
    linear_combination h2
  · obtain ⟨m, hm⟩ : ∃ m : ℕ, n = (m : ℤ) + 1 := ⟨(n - 1).toNat, by omega⟩
    rw [if_neg (by omega), show (n + 1).natAbs = m + 2 by omega,
      show (n - 1).natAbs = m by omega, show n.natAbs = m + 1 by omega]
    linear_combination r ^ m * h3
```

Two geometric series, one for \(n\ge0\) and one for \(n<0\), give the squared norm:

\[
\sum_n r^{2|n|}=\frac{1+r^2}{1-r^2}=\frac{Er}{Vr}=\frac EV.
\]

`HasSum` states both convergence and this value.

```lean
/-- The squared amplitudes `r^(2|n|)` sum to `E/V` over the chain. -/
theorem boundState_norm {t V : ℝ} (ht : 0 < t) (hV : 0 < V) :
    HasSum (fun n : ℤ => boundState t V n ^ 2) (boundEnergy t V / V) := by
  obtain ⟨hE, hsE⟩ := boundEnergy_spec ht hV
  obtain ⟨r0, r1, -, h3, h4⟩ := decayFactor_spec ht hE
  rw [hsE] at h4
  have hq : decayFactor t (boundEnergy t V) ^ 2 < 1 := by nlinarith
  have hgeo := hasSum_geometric_of_lt_one (sq_nonneg (decayFactor t (boundEnergy t V))) hq
  -- sites to the right of the impurity, including it
  have hp : (fun n : ℕ => boundState t V (n : ℤ) ^ 2)
      = fun n => (decayFactor t (boundEnergy t V) ^ 2) ^ n := by
    funext n
    simp only [boundState, Int.natAbs_natCast]
    ring
  -- sites to the left
  have hm : (fun n : ℕ => boundState t V (-((n : ℤ) + 1)) ^ 2)
      = fun n => decayFactor t (boundEnergy t V) ^ 2
        * (decayFactor t (boundEnergy t V) ^ 2) ^ n := by
    funext n
    rw [boundState, show (-((n : ℤ) + 1)).natAbs = n + 1 by omega]
    ring
  have hsum := HasSum.of_nat_of_neg_add_one (f := fun n : ℤ => boundState t V n ^ 2)
    (hp ▸ hgeo) (hm ▸ hgeo.mul_left (decayFactor t (boundEnergy t V) ^ 2))
  convert hsum using 1
  set r := decayFactor t (boundEnergy t V)
  have hq' : 1 - r ^ 2 ≠ 0 := by linarith
  rw [show (1 - r ^ 2)⁻¹ + r ^ 2 * (1 - r ^ 2)⁻¹ = (1 + r ^ 2) / (1 - r ^ 2) by ring,
    div_eq_div_iff hV.ne' hq']
  apply mul_left_cancel₀ ht.ne'
  linear_combination boundEnergy t V * h4 - V * h3
```

Since \(\psi_0=1\), the normalised state has amplitude \(\sqrt{V/E}\) on the impurity and probability \(V/E\) there, equal to the residue. For this non-interacting chain with a single impurity, the pair \((E,V/E)\) is an exact reference for testing a numerical Green's function code.

```lean
/-- The share of the bound state's squared norm on the impurity site is `V/E`. -/
theorem boundState_weight {t V : ℝ} (ht : 0 < t) (hV : 0 < V) :
    boundState t V 0 ^ 2 / ∑' n : ℤ, boundState t V n ^ 2 = V / boundEnergy t V := by
  rw [(boundState_norm ht hV).tsum_eq]
  simp [boundState]

end

end LatticeGreenImpurity
```

```lean
#print axioms LatticeGreenImpurity.impurity_pole
-- 'LatticeGreenImpurity.impurity_pole' depends on axioms: [propext, Classical.choice, Quot.sound]
#print axioms LatticeGreenImpurity.boundState_eigen
-- 'LatticeGreenImpurity.boundState_eigen' depends on axioms: [propext, Classical.choice, Quot.sound]
#print axioms LatticeGreenImpurity.boundState_weight
-- 'LatticeGreenImpurity.boundState_weight' depends on axioms: [propext, Classical.choice, Quot.sound]
```
